# Series termination for the Hermite equation and the oscillator levels $E = n + \tfrac12$

Take a real number $\lambda$ and a polynomial of degree one, $p(x) = a_0 + a_1 x$ with $a_1 \neq 0$, and ask that $p'' - 2x\,p' + \lambda p = 0$. Since $p'' = 0$, the left side is $\lambda a_0 + (\lambda - 2)a_1 x$. The top coefficient forces $\lambda = 2$, twice the degree, and the constant term then forces $a_0 = 0$, so $p$ is a multiple of $x$. A nonzero constant gives $\lambda a_0 = 0$ and $\lambda = 0$ in the same way. The top coefficient plays this part in every degree.

## Physical setting

In units $\hbar = m = \omega = 1$ the oscillator Hamiltonian acts on a real function $\psi(x)$ as
$$H\psi = -\tfrac12\psi'' + \tfrac12 x^2\psi .$$
We look for solutions of $H\psi = E\psi$, with $E$ real, of the form $\psi = p\,g$, where $g(x) = e^{-x^2/2}$ and $p$ is a real polynomial. The result gives the levels of a single vibrational mode in the harmonic approximation, in one dimension and among wave functions of this form.

## Statement

Write $a_k$ for the coefficient of $x^k$ in $p$, and define the physicists' Hermite polynomials by $H_0 = 1$, $H_{n+1} = 2xH_n - H_n'$ for natural $n$.

1. A nonzero polynomial solution $p$ of $p'' - 2xp' + \lambda p = 0$ has $\lambda = 2\deg p$ (`lam_eq_two_mul_degree`), and every polynomial solution $q$ with the same $\lambda$ is $c\,p$ for some real $c$ (`solution_unique`).
2. $H_n$ solves the equation with $\lambda = 2n$, is nonzero and has degree $n$ (`physHermite_solves`, `physHermite_ne_zero_and_degree`). A nonzero polynomial solution exists exactly when $\lambda = 2n$ for some natural $n$ (`exists_solution_iff`), and every polynomial solution at $\lambda = 2n$ is a multiple of $H_n$ (`eq_smul_physHermite`).
3. $H\psi = E\psi$ holds at every $x$ for $\psi = pg$ exactly when $p$ solves the equation with $\lambda = 2E - 1$ (`schroedinger_iff`); for $p \neq 0$ this gives $E = \deg p + \tfrac12$ (`energy_quantised`).

## Derivation

*Removing the Gaussian.* Because $g' = -xg$, we have $(pg)' = (p' - xp)g$. Applying this rule again to $p' - xp$ gives $\psi'' = \bigl(p'' - 2xp' + (x^2 - 1)p\bigr)g$. The $x^2$ terms cancel in
$$H\psi - E\psi = -\tfrac12\, g\,\bigl(p'' - 2xp' + (2E - 1)p\bigr).$$
As $g > 0$, the left side vanishes everywhere exactly when the bracket does, and a real polynomial that vanishes everywhere is zero.

*Recurrence.* The coefficient of $x^k$ is $(k+2)(k+1)a_{k+2}$ in $p''$ and $k a_k$ in $xp'$, so for all $k \ge 0$
$$(k+2)(k+1)\,a_{k+2} = (2k - \lambda)\,a_k .$$

*Termination.* Let $p \ne 0$ and $n = \deg p$. At $k = n$ we have $a_{n+2} = 0$ and $a_n \neq 0$, hence $\lambda = 2n$. With $\lambda = 2E - 1$ this reads $E = n + \tfrac12$.

*Uniqueness.* Let $b_n$ be the coefficient of $x^n$ in $q$, put $c = b_n/a_n$ and $r = q - cp$. The equation is linear, so $r$ solves it. If $r \neq 0$, termination gives $2\deg r = \lambda = 2n$, so the $x^n$ coefficient of $r$ is its leading one and is nonzero. But it equals $b_n - c\,a_n = 0$. Hence $r = 0$.

*Existence.* $H_0 = 1$ solves the equation with $\lambda = 0$. Let $L = H_n'' - 2xH_n' + 2nH_n$ and $K = H_{n+1} = 2xH_n - H_n'$. Then $K' = 2H_n + 2xH_n' - H_n''$, $K'' = 4H_n' + 2xH_n'' - H_n'''$ and $L' = H_n''' - 2xH_n'' + (2n - 2)H_n'$. Collecting terms,
$$K'' - 2xK' + (2n+2)K = -H_n''' + 4xH_n'' + (2 - 2n - 4x^2)H_n' + 4nxH_n = 2xL - L',$$
which is zero when $L = 0$. If $H_n \ne 0$ has degree $d$ and $H_{n+1} = 0$, then $2xH_n = H_n'$; the $x^{d+1}$ coefficient is twice the leading coefficient on the left and zero on the right, which is impossible. Termination then gives $2\deg H_n = 2n$.

*An instance.* For $\lambda = 4$ the even coefficients obey $a_2 = -2a_0$ and $a_4 = 0$, and $a_0 = -2$ gives $H_2 = 4x^2 - 2$. Directly, $8 - 16x^2 + (16x^2 - 8) = 0$, and $E = \tfrac52$.

It is tempting to conclude that $\lambda = 2n$ makes every power-series solution terminate. The recurrence links only indices of equal parity, and $2k - \lambda$ vanishes only at $k = n$. For $\lambda = 4$ the odd chain runs $a_3 = -a_1/3$, $a_5 = a_3/10$, and so on without end unless $a_1 = 0$.

## What the formal version assumes

`SolvesHermite lam p` is the equation as an identity in `ℝ[X]`, with `derivative` the formal derivative, `X` the variable and `C lam` the constant $\lambda$; `p.coeff k` is $a_k$. `gaussState p` is the function $pg$ on the whole real line, and `hamiltonian` uses the pointwise derivative `deriv`. The normalisation of `physHermite` is the physicists' one, $H_1 = 2x$.

The hypothesis `hp : p ≠ 0` is needed. The zero polynomial solves the equation for every $\lambda$, for example $\lambda = 1$, which is not twice a natural number (its `natDegree` is $0$ by convention). For uniqueness, $p = 0$ and $q = 1$ both solve it at $\lambda = 0$, and $1$ is not a multiple of $0$. No such hypothesis is placed on $q$, since $c = 0$ is allowed.

The polynomial form is built into the type and is assumed, not derived from square integrability. If neither the polynomial form nor square integrability of the wave function is required, uniqueness fails: $y(x) = \int_0^x e^{t^2}dt$ has $y'' = 2xy'$, so it solves the equation at $\lambda = 0$ without being constant. The product $yg$ grows like $e^{x^2/2}/(2x)$ for large $|x|$, so it is not square integrable and is not a second physical state at $E = \tfrac12$. The file has no Hilbert space, so it does not show that every square-integrable eigenfunction has the form $pg$, nor that the $H_n g$ are orthogonal or complete, and it therefore falls short of determining the spectrum of $H$. The states are unnormalised; the unit-norm ones are $(2^n n!\sqrt{\pi})^{-1/2}H_n g$, which is $\pi^{-1/4}g$ for $n = 0$ and $(8\sqrt{\pi})^{-1/2}(4x^2 - 2)g$ for $n = 2$. These factors, the worked instance and the counter-examples are pencil work that no theorem in the file states.

## The file

In Lean 4 with Mathlib:

```lean
import Mathlib

open Polynomial

namespace HermiteSeriesTermination

noncomputable section

/-- The real polynomial `p` solves the Hermite equation `p'' - 2 x p' + lam p = 0`. -/
def SolvesHermite (lam : ℝ) (p : ℝ[X]) : Prop :=
  derivative (derivative p) - 2 * X * derivative p + C lam * p = 0

/-- The physicists' Hermite polynomials: `H₀ = 1` and `Hₙ₊₁ = 2 x Hₙ - Hₙ'`. -/
def physHermite : ℕ → ℝ[X]
  | 0 => 1
  | n + 1 => 2 * X * physHermite n - derivative (physHermite n)

/-- The wave function `p(x) exp(-x²/2)`, a polynomial times the Gaussian. -/
def gaussState (p : ℝ[X]) : ℝ → ℝ := fun x => p.eval x * Real.exp (-x ^ 2 / 2)

/-- The oscillator Hamiltonian `-ψ''/2 + x² ψ/2` in units `ħ = m = ω = 1`. -/
def hamiltonian (ψ : ℝ → ℝ) : ℝ → ℝ :=
  fun x => -(1 / 2) * deriv (deriv ψ) x + x ^ 2 / 2 * ψ x

/-- The coefficients of a solution obey `(k+2)(k+1) a_{k+2} = (2k - lam) a_k`. -/
theorem coeff_recurrence {lam : ℝ} {p : ℝ[X]} (h : SolvesHermite lam p) (k : ℕ) :
    ((k : ℝ) + 2) * (k + 1) * p.coeff (k + 2) = (2 * k - lam) * p.coeff k := by
  have hx : (X * derivative p).coeff k = k * p.coeff k := by
    cases k with
    | zero => simp [mul_coeff_zero]
    | succ k =>
      rw [coeff_X_mul, coeff_derivative]
      push_cast
      ring
  have hd : (derivative (derivative p)).coeff k
      = ((k : ℝ) + 2) * (k + 1) * p.coeff (k + 2) := by
    rw [coeff_derivative, coeff_derivative]
    change p.coeff (k + 2) * _ * _ = _
    push_cast
    ring
  have h2 : derivative (derivative p) - (X * derivative p + X * derivative p)
      + C lam * p = 0 := by
    unfold SolvesHermite at h
    linear_combination h
  -- read off the coefficient of x^k
  have h3 := congrArg (fun q : ℝ[X] => q.coeff k) h2
  simp only [coeff_add, coeff_sub, coeff_C_mul, hx, hd, coeff_zero] at h3
  linear_combination h3

/-- Series termination: a nonzero polynomial solution forces `lam = 2 deg p`. -/
theorem lam_eq_two_mul_degree {lam : ℝ} {p : ℝ[X]} (hp : p ≠ 0) (h : SolvesHermite lam p) :
    lam = 2 * (p.natDegree : ℝ) := by
  -- the recurrence at the top coefficient
  have hr := coeff_recurrence h p.natDegree
  have hz : p.coeff (p.natDegree + 2) = 0 := coeff_eq_zero_of_natDegree_lt (by omega)
  have hl : p.coeff p.natDegree ≠ 0 := leadingCoeff_ne_zero.mpr hp
  rw [hz, mul_zero] at hr
  have := (mul_eq_zero.mp hr.symm).resolve_right hl
  linarith

/-- Every polynomial solution with the same `lam` as a nonzero solution `p` is a scalar
multiple of `p`. -/
theorem solution_unique {lam : ℝ} {p q : ℝ[X]} (hp : p ≠ 0) (h : SolvesHermite lam p)
    (hq : SolvesHermite lam q) : ∃ c : ℝ, q = c • p := by
  have hl : p.coeff p.natDegree ≠ 0 := leadingCoeff_ne_zero.mpr hp
  obtain ⟨c, hc⟩ : ∃ c : ℝ, c * p.coeff p.natDegree = q.coeff p.natDegree :=
    ⟨q.coeff p.natDegree / p.coeff p.natDegree, div_mul_cancel₀ _ hl⟩
  refine ⟨c, ?_⟩
  rw [smul_eq_C_mul, ← sub_eq_zero]
  by_contra hr
  -- the difference is again a solution, by linearity
  have hs : SolvesHermite lam (q - C c * p) := by
    unfold SolvesHermite at h hq ⊢
    simp only [derivative_sub, derivative_mul, derivative_C, zero_mul, zero_add]
    linear_combination hq - C c * h
  -- so it has the degree of p, but that coefficient was cancelled
  have h1 := lam_eq_two_mul_degree hr hs
  have h2 := lam_eq_two_mul_degree hp h
  have h3 : ((q - C c * p).natDegree : ℝ) = p.natDegree := by linarith
  have h4 : (q - C c * p).natDegree = p.natDegree := by exact_mod_cast h3
  have h5 : (q - C c * p).coeff (q - C c * p).natDegree ≠ 0 := leadingCoeff_ne_zero.mpr hr
  apply h5
  rw [h4, coeff_sub, coeff_C_mul, hc, sub_self]

/-- The Hermite polynomial `Hₙ` solves the Hermite equation with `lam = 2n`. -/
theorem physHermite_solves (n : ℕ) : SolvesHermite (2 * (n : ℝ)) (physHermite n) := by
  induction n with
  | zero => simp [SolvesHermite, physHermite]
  | succ n ih =>
    unfold SolvesHermite at ih ⊢
    have hd := congrArg (fun q : ℝ[X] => derivative q) ih
    have e : (2 * ((n + 1 : ℕ) : ℝ)) = 2 * (n : ℝ) + 1 + 1 := by
      push_cast
      ring
    rw [e, C_add, C_add, C_1, physHermite]
    simp only [derivative_add, derivative_sub, derivative_mul, derivative_X, derivative_C,
      derivative_zero, derivative_one, derivative_ofNat] at hd ⊢
    -- apply the raising map 2x - d/dx to the equation for Hₙ
    linear_combination 2 * X * ih - hd

/-- The Hermite polynomial `Hₙ` is nonzero and has degree `n`. -/
theorem physHermite_ne_zero_and_degree (n : ℕ) :
    physHermite n ≠ 0 ∧ (physHermite n).natDegree = n := by
  have hne : physHermite n ≠ 0 := by
    induction n with
    | zero => simp [physHermite]
    | succ n ih =>
      intro h
      rw [physHermite] at h
      have h2 : X * physHermite n + X * physHermite n = derivative (physHermite n) := by
        linear_combination h
      have h3 := congrArg (fun q : ℝ[X] => q.coeff ((physHermite n).natDegree + 1)) h2
      have hz : (physHermite n).coeff ((physHermite n).natDegree + 1 + 1) = 0 :=
        coeff_eq_zero_of_natDegree_lt (by omega)
      have hl : (physHermite n).coeff (physHermite n).natDegree ≠ 0 :=
        leadingCoeff_ne_zero.mpr ih
      simp only [coeff_add, coeff_X_mul, coeff_derivative, hz, zero_mul] at h3
      exact hl (by linarith)
  refine ⟨hne, ?_⟩
  have h1 := lam_eq_two_mul_degree hne (physHermite_solves n)
  have h2 : ((physHermite n).natDegree : ℝ) = n := by linarith
  exact_mod_cast h2

/-- A nonzero polynomial solution exists exactly when `lam = 2n` for a natural number `n`. -/
theorem exists_solution_iff (lam : ℝ) :
    (∃ p : ℝ[X], p ≠ 0 ∧ SolvesHermite lam p) ↔ ∃ n : ℕ, lam = 2 * (n : ℝ) := by
  constructor
  · rintro ⟨p, hp, h⟩
    exact ⟨p.natDegree, lam_eq_two_mul_degree hp h⟩
  · rintro ⟨n, rfl⟩
    exact ⟨physHermite n, (physHermite_ne_zero_and_degree n).1, physHermite_solves n⟩

/-- Every polynomial solution with `lam = 2n` is a scalar multiple of `Hₙ`. -/
theorem eq_smul_physHermite {n : ℕ} {q : ℝ[X]} (hq : SolvesHermite (2 * (n : ℝ)) q) :
    ∃ c : ℝ, q = c • physHermite n :=
  solution_unique (physHermite_ne_zero_and_degree n).1 (physHermite_solves n) hq

/-- The derivative of `p(x) exp(-x²/2)` is `(p'(x) - x p(x)) exp(-x²/2)`. -/
theorem hasDerivAt_gaussState (p : ℝ[X]) (x : ℝ) :
    HasDerivAt (gaussState p) (gaussState (derivative p - X * p) x) x := by
  have h1 := p.hasDerivAt x
  have h2 : HasDerivAt (fun y : ℝ => -y ^ 2 / 2) (-x) x :=
    ((hasDerivAt_pow 2 x).fun_neg.div_const 2).congr_deriv
      (by push_cast; ring1)
  refine (h1.fun_mul h2.exp).congr_deriv ?_
  simp only [gaussState, eval_sub, eval_mul, eval_X]
  ring

/-- The function `p(x) exp(-x²/2)` satisfies `H ψ = E ψ` everywhere exactly when `p` solves the
Hermite equation with `lam = 2E - 1`. -/
theorem schroedinger_iff (E : ℝ) (p : ℝ[X]) :
    (∀ x, hamiltonian (gaussState p) x = E * gaussState p x) ↔ SolvesHermite (2 * E - 1) p := by
  have hD : ∀ q : ℝ[X], deriv (gaussState q) = gaussState (derivative q - X * q) :=
    fun q => funext fun x => (hasDerivAt_gaussState q x).deriv
  -- the Gaussian factors out of (H - E) ψ
  have key : ∀ x, hamiltonian (gaussState p) x - E * gaussState p x
      = -(1 / 2) * Real.exp (-x ^ 2 / 2)
        * (derivative (derivative p) - 2 * X * derivative p + C (2 * E - 1) * p).eval x := by
    intro x
    unfold hamiltonian
    rw [hD, hD]
    simp only [gaussState, derivative_sub, derivative_mul, derivative_X, eval_sub, eval_add,
      eval_mul, eval_X, eval_C, eval_one, eval_ofNat]
    ring
  unfold SolvesHermite
  constructor
  · intro h
    apply Polynomial.funext
    intro x
    have hk := key x
    rw [h x, sub_self] at hk
    rw [eval_zero]
    exact (mul_eq_zero.mp hk.symm).resolve_left
      (mul_ne_zero (by norm_num) (Real.exp_pos _).ne')
  · intro h x
    have hk := key x
    rw [h, eval_zero, mul_zero] at hk
    linarith

/-- If `p(x) exp(-x²/2)` with `p ≠ 0` satisfies `H ψ = E ψ`, then `E = deg p + 1/2`. -/
theorem energy_quantised {E : ℝ} {p : ℝ[X]} (hp : p ≠ 0)
    (h : ∀ x, hamiltonian (gaussState p) x = E * gaussState p x) :
    E = (p.natDegree : ℝ) + 1 / 2 := by
  have := lam_eq_two_mul_degree hp ((schroedinger_iff E p).mp h)
  linarith

end

end HermiteSeriesTermination
```

```lean
#print axioms HermiteSeriesTermination.physHermite_solves
#print axioms HermiteSeriesTermination.exists_solution_iff
#print axioms HermiteSeriesTermination.eq_smul_physHermite
#print axioms HermiteSeriesTermination.energy_quantised
```

```
'HermiteSeriesTermination.physHermite_solves' depends on axioms: [propext, Classical.choice, Quot.sound]
'HermiteSeriesTermination.exists_solution_iff' depends on axioms: [propext, Classical.choice, Quot.sound]
'HermiteSeriesTermination.eq_smul_physHermite' depends on axioms: [propext, Classical.choice, Quot.sound]
'HermiteSeriesTermination.energy_quantised' depends on axioms: [propext, Classical.choice, Quot.sound]
```

## Notes on the proof

`coeff_recurrence` computes the two coefficients as `hx` and `hd`. The case split in `hx` treats $k = 0$, where $xp'$ has no constant term, apart from the shifted case. The equation is rewritten with `X * derivative p + X * derivative p` so that coefficient extraction is additive, and `congrArg` reads off the $x^k$ term.

In `lam_eq_two_mul_degree`, `hz` is $a_{n+2} = 0$ and `hl` is $a_n \neq 0$; `mul_eq_zero` leaves $2n - \lambda = 0$.

`solution_unique` picks `c`, assumes `q - C c * p` nonzero, and obtains linearity from `linear_combination hq - C c * h`. Termination is applied twice (`h1`, `h2`), the equality of degrees is moved from the reals to the naturals, and `hc` cancels the leading coefficient.

`physHermite_solves` is the induction above: `ih` is $L = 0$, `hd` is $L' = 0$, and `linear_combination 2 * X * ih - hd` is the identity with $2xL - L'$. In `physHermite_ne_zero_and_degree`, `h3` compares the $x^{d+1}$ coefficients. `exists_solution_iff` and `eq_smul_physHermite` combine these results with termination and uniqueness.

`hasDerivAt_gaussState` is the product rule $(pg)' = (p' - xp)g$. In `schroedinger_iff` it becomes the equality of functions `hD`, applied twice, and `key` is the displayed formula for $H\psi - E\psi$. The forward direction divides out the positive exponential and uses `Polynomial.funext` to pass from pointwise vanishing to the zero polynomial. `energy_quantised` solves $2E - 1 = 2\deg p$ for $E$.
